# Screening by finitely many positive-energy modes: the integral of $v-U$ over positive imaginary frequency is $\pi\sum_i g_i^2$

A set of screening modes fitted only to the static interaction can have the wrong total coupling. Take a bare interaction $v=5$, in some energy unit with $\hbar=1$, and let a mode of energy $w$ and coupling $g$ lower it by $2g^2/w$ at zero frequency. One mode of energy 1 and coupling 1 lowers it to 3 at zero frequency, and so does one mode of energy 4 and coupling 2, although the squared coupling is four times as large. With $U$ the screened interaction, the integral of $v-U$ over positive imaginary frequency tells the two apart, because for one mode it equals $\pi$ times the squared coupling. Stopping the integration at a finite frequency leaves out part of this integral.

In constrained RPA, the interaction $U$ within a chosen set of bands is screened by the remaining electronic transitions. Here that screening is represented by finitely many bosonic modes, and $U$ is a single scalar interaction.

## The model

```lean
import Mathlib

open Filter Topology MeasureTheory

namespace ConstrainedRPA

noncomputable section

variable {ι : Type*} [Fintype ι]
```

The type `ι` is the finite set of mode labels $i$. It may be empty, in which case nothing screens.

```lean
/-- The screened interaction at imaginary frequency `y`, for a bare interaction `v` and modes
of energy `w i` and coupling `g i`. The domain is `y ^ 2 + w i ^ 2 ≠ 0` for every mode. -/
def screenedU (v : ℝ) (g w : ι → ℝ) (y : ℝ) : ℝ :=
  v - ∑ i, 2 * g i ^ 2 * w i / (y ^ 2 + w i ^ 2)
```

This is the formula

$$U(y)=v-\sum_i\frac{2g_i^2w_i}{y^2+w_i^2}.$$

The real number `v` is the bare interaction, and `y` is the position on the imaginary frequency axis. The type `ι → ℝ` says that `g` and `w` assign a real coupling $g_i$ and an energy $w_i$ to each mode. The factor 2 fits a mode coupled to the density $n$ as $g_i\,n(b_i+b_i^\dagger)$, with $b_i$ its annihilation operator and the interaction energy written as $Un^2/2$.

The mode form is assumed, not derived from a polarisation function. Continuous spectra, orbital matrices and real frequencies are not treated.

```lean
/-- The reduction of the bare interaction is the sum of the contributions of the modes. -/
theorem bare_sub_screenedU (v : ℝ) (g w : ι → ℝ) (y : ℝ) :
    v - screenedU v g w y = ∑ i, 2 * g i ^ 2 * w i / (y ^ 2 + w i ^ 2) :=
  sub_sub_cancel _ _
```

A `theorem` line gives a name, the data, and after the colon the claim; the proof follows `:=`. This one says that $v-U(y)$ is the sum over modes, since $v-(v-S)=S$ for any number $S$.

## The rise with frequency

```lean
/-- For positive mode energies the screened interaction does not decrease along the positive
imaginary frequency axis. -/
theorem screenedU_monotoneOn (v : ℝ) (g w : ι → ℝ) (hw : ∀ i, 0 < w i) :
    MonotoneOn (screenedU v g w) (Set.Ici 0) := by
  intro a ha b _ hab
  have hsq : a ^ 2 ≤ b ^ 2 := pow_le_pow_left₀ (Set.mem_Ici.1 ha) hab 2
  unfold screenedU
  refine sub_le_sub_left (Finset.sum_le_sum fun i _ => ?_) v
  have hi := hw i
  exact div_le_div_of_nonneg_left (by positivity) (by positivity) (by linarith)
```

The hypothesis `hw` says that every $w_i$ is positive, as for excitations above a stable ground state. `Set.Ici 0` is the interval $[0,\infty)$, and `MonotoneOn` means that $U$ never decreases there.

By hand, let $0\le a\le b$. Then $a^2\le b^2$, so for each mode

$$\frac{2g_i^2w_i}{b^2+w_i^2}\le\frac{2g_i^2w_i}{a^2+w_i^2}.$$

Summing and subtracting from $v$ gives $U(a)\le U(b)$. In the proof, `hsq` is the inequality of squares, `Finset.sum_le_sum` reduces the sum to one mode, and `positivity` supplies the signs needed to compare the fractions.

```lean
/-- For positive mode energies the screened interaction increases strictly along the positive
imaginary frequency axis exactly when at least one mode is coupled. -/
theorem screenedU_strictMonoOn_iff (v : ℝ) (g w : ι → ℝ) (hw : ∀ i, 0 < w i) :
    StrictMonoOn (screenedU v g w) (Set.Ici 0) ↔ ∃ i, g i ≠ 0 := by
  constructor
  · intro h
    by_contra hn
    have hz : ∀ i, g i = 0 := fun i => by_contra fun hi => hn ⟨i, hi⟩
    -- without coupling the values at frequencies 0 and 1 coincide
    have h01 := h (show (0 : ℝ) ∈ Set.Ici 0 by simp) (show (1 : ℝ) ∈ Set.Ici 0 by simp)
      one_pos
    simp [screenedU, hz] at h01
  · rintro ⟨j, hj⟩ a ha b _ hab
    have hsq : a ^ 2 < b ^ 2 := pow_lt_pow_left₀ hab (Set.mem_Ici.1 ha) two_ne_zero
    unfold screenedU
    refine sub_lt_sub_left (Finset.sum_lt_sum (fun i _ => ?_) ⟨j, Finset.mem_univ j, ?_⟩) v
    · have hi := hw i
      exact div_le_div_of_nonneg_left (by positivity) (by positivity) (by linarith)
    · have hi := hw j
      exact div_lt_div_of_pos_left (by positivity) (by positivity) (by linarith)
```

The rise is strict exactly when some $g_i$ is nonzero. The symbol `↔` calls for two arguments.

- If $U$ rises strictly but all couplings vanish, then $U(0)=U(1)=v$, a contradiction.
- If $g_j\ne0$ and $0\le a<b$, the term of mode $j$ falls strictly and no other term grows. The sum therefore falls strictly, and $U(a)<U(b)$.

## The high-frequency limit

```lean
/-- At high imaginary frequency the screened interaction tends to the bare one. -/
theorem screenedU_tendsto_bare (v : ℝ) (g w : ι → ℝ) :
    Tendsto (screenedU v g w) atTop (𝓝 v) := by
  have h : ∀ i, Tendsto (fun y : ℝ => 2 * g i ^ 2 * w i / (y ^ 2 + w i ^ 2)) atTop (𝓝 0) :=
    fun i => Tendsto.const_div_atTop
      (tendsto_atTop_add_const_right _ _ (tendsto_pow_atTop two_ne_zero)) _
  have hs := (tendsto_finsetSum Finset.univ fun i _ => h i).const_sub v
  simp only [Finset.sum_const_zero, sub_zero] at hs
  exact hs
```

`Tendsto … atTop (𝓝 v)` reads: $U(y)\to v$ as $y\to\infty$. Each term has a fixed numerator and a denominator that grows without bound, so it tends to zero, and a finite sum of such terms does too. In this limit the screening disappears. No sign condition on $w_i$ is needed here.

```lean
/-- At high imaginary frequency the reduction of the bare interaction, multiplied by the
squared frequency, tends to the sum of `2 * g i ^ 2 * w i` over the modes. -/
theorem screening_high_frequency (v : ℝ) (g w : ι → ℝ) :
    Tendsto (fun y => y ^ 2 * (v - screenedU v g w y)) atTop
      (𝓝 (∑ i, 2 * g i ^ 2 * w i)) := by
  have h : ∀ i, Tendsto (fun y : ℝ => 2 * g i ^ 2 * w i
      - 2 * g i ^ 2 * w i * w i ^ 2 / (y ^ 2 + w i ^ 2)) atTop
      (𝓝 (2 * g i ^ 2 * w i - 0)) :=
    fun i => (Tendsto.const_div_atTop
      (tendsto_atTop_add_const_right _ _ (tendsto_pow_atTop two_ne_zero)) _).const_sub _
  have hs := tendsto_finsetSum Finset.univ fun i _ => h i
  simp only [sub_zero] at hs
  refine hs.congr' ?_
  filter_upwards [eventually_gt_atTop (0 : ℝ)] with y hy
  rw [bare_sub_screenedU, Finset.mul_sum]
  refine Finset.sum_congr rfl fun i _ => ?_
  have hD : y ^ 2 + w i ^ 2 ≠ 0 := by positivity
  symm
  rw [mul_div_assoc', eq_sub_iff_add_eq, ← add_div, div_eq_iff hD]
  ring
```

This gives the leading tail, $y^2\,(v-U(y))\to\sum_i2g_i^2w_i$. With $c_i=2g_i^2w_i$, the step by hand is

$$\frac{y^2c_i}{y^2+w_i^2}=c_i-\frac{c_iw_i^2}{y^2+w_i^2}\longrightarrow c_i.$$

The proof first finds the limit of the right-hand side, then shows that the two sides agree for $y>0$, which suffices for a limit at infinity.

## The weight above a cutoff

```lean
/-- For positive mode energies the reduction of the bare interaction is integrable above any
frequency `Y`, and its integral there is a sum of arctangents, one for each mode. -/
theorem screening_integral_above (v : ℝ) (g w : ι → ℝ) (hw : ∀ i, 0 < w i) (Y : ℝ) :
    IntegrableOn (fun y => v - screenedU v g w y) (Set.Ioi Y) ∧
    ∫ y in Set.Ioi Y, (v - screenedU v g w y)
      = ∑ i, g i ^ 2 * (Real.pi - 2 * Real.arctan (Y / w i)) := by
  -- a sum of arctangents is an antiderivative
  have hder : ∀ y ∈ Set.Ici Y, HasDerivAt
      (fun x => ∑ i, 2 * g i ^ 2 * Real.arctan (x / w i)) (v - screenedU v g w y) y := by
    intro y _
    rw [bare_sub_screenedU]
    refine HasDerivAt.fun_sum fun i _ => ?_
    have hi := hw i
    have hd : HasDerivAt (fun x => 2 * g i ^ 2 * Real.arctan (x / w i))
        (2 * g i ^ 2 * (1 / (1 + (y / w i) ^ 2) * (1 / w i))) y :=
      (((hasDerivAt_id' y).div_const (w i)).arctan).const_mul (2 * g i ^ 2)
    refine hd.congr_deriv ?_
    have h1 : 1 + (y / w i) ^ 2 = (y ^ 2 + w i ^ 2) / w i ^ 2 := by
      rw [div_pow, add_div, div_self (pow_ne_zero 2 hi.ne'), add_comm]
    have hD : y ^ 2 + w i ^ 2 ≠ 0 := by positivity
    rw [h1]
    field_simp
  have hpos : ∀ y ∈ Set.Ioi Y, 0 ≤ v - screenedU v g w y := by
    intro y _
    rw [bare_sub_screenedU]
    refine Finset.sum_nonneg fun i _ => ?_
    have hi := hw i
    positivity
  -- every arctangent tends to a quarter turn
  have hlim : Tendsto (fun x => ∑ i, 2 * g i ^ 2 * Real.arctan (x / w i)) atTop
      (𝓝 (∑ i, 2 * g i ^ 2 * (Real.pi / 2))) := by
    refine tendsto_finsetSum Finset.univ fun i _ => ?_
    exact ((Real.tendsto_arctan_atTop.mono_right nhdsWithin_le_nhds).comp
      (tendsto_id.atTop_div_const (hw i))).const_mul (2 * g i ^ 2)
  refine ⟨integrableOn_Ioi_deriv_of_nonneg' hder hpos hlim, ?_⟩
  rw [integral_Ioi_of_hasDerivAt_of_nonneg' hder hpos hlim, ← Finset.sum_sub_distrib]
  exact Finset.sum_congr rfl fun i _ => by ring
```

`Set.Ioi Y` is the interval $(Y,\infty)$, and `∧` means "and". The theorem states that $v-U$ is integrable there and that

$$\int_Y^\infty\bigl(v-U(y)\bigr)\,dy=\sum_i g_i^2\Bigl(\pi-2\arctan\frac{Y}{w_i}\Bigr).$$

Integrability is stated separately because Lean assigns the value zero to the integral of a non-integrable function.

The derivation starts from an antiderivative:

$$\frac{d}{dy}\,2g_i^2\arctan\frac{y}{w_i}=\frac{2g_i^2}{w_i}\,\frac{1}{1+y^2/w_i^2}=\frac{2g_i^2w_i}{y^2+w_i^2}.$$

Summed over the modes, this is $v-U(y)$, which is the content of `hder`. The integrand is nonnegative (`hpos`), and the antiderivative tends to $\sum_i2g_i^2\cdot\pi/2$ (`hlim`). A nonnegative function whose antiderivative has a finite limit is integrable, and its integral is that limit minus the value at $Y$:

$$\sum_i\Bigl(\pi g_i^2-2g_i^2\arctan\frac{Y}{w_i}\Bigr).$$

For a finite-mode model of one scalar interaction, this is the weight left out when the integration over positive imaginary frequency stops at $Y\ge0$. The quadrature error below $Y$ is a separate matter.

## The sum rule

```lean
/-- For positive mode energies the screened interaction at zero frequency is `v` minus the sum of `2
* g i ^ 2 / w i`; it does not decrease on the positive imaginary axis and tends to the bare
interaction; the difference from the bare interaction is integrable there, and its integral is `π`
times the sum of the squared couplings. -/
theorem screenedU_sum_rule (v : ℝ) (g w : ι → ℝ) (hw : ∀ i, 0 < w i) :
    screenedU v g w 0 = v - ∑ i, 2 * g i ^ 2 / w i ∧
    MonotoneOn (screenedU v g w) (Set.Ici 0) ∧
    Tendsto (screenedU v g w) atTop (𝓝 v) ∧
    IntegrableOn (fun y => v - screenedU v g w y) (Set.Ioi 0) ∧
    ∫ y in Set.Ioi 0, (v - screenedU v g w y) = Real.pi * ∑ i, g i ^ 2 := by
  obtain ⟨hint, hval⟩ := screening_integral_above v g w hw 0
  refine ⟨?_, screenedU_monotoneOn v g w hw, screenedU_tendsto_bare v g w, hint, ?_⟩
  · unfold screenedU
    congr 1
    refine Finset.sum_congr rfl fun i _ => ?_
    have hi := hw i
    rw [div_eq_div_iff (by positivity) hi.ne']
    ring
  · -- the arctangents vanish at zero frequency
    rw [hval, Finset.mul_sum]
    refine Finset.sum_congr rfl fun i _ => ?_
    rw [zero_div, Real.arctan_zero]
    ring

end

end ConstrainedRPA
```

The last theorem joins five claims: the static value, the monotone rise, the limit $v$, integrability on $y>0$, and the integral. Two of them need a short calculation. At $y=0$ each term is $2g_i^2w_i/w_i^2=2g_i^2/w_i$, so

$$U(0)=v-\sum_i\frac{2g_i^2}{w_i}.$$

Setting $Y=0$ in the cutoff formula removes the arctangents, because $\arctan0=0$, and leaves

$$\int_0^\infty\bigl(v-U(y)\bigr)\,dy=\pi\sum_i g_i^2.$$

The mode energies have dropped out. The static value weights each squared coupling by $1/w_i$, whereas the integral weights them all equally.

## Two modes with the same static screening

For the two one-mode models of the opening, with $v=5$ and a cutoff at $Y=4$:

| | $g=1,\ w=1$ | $g=2,\ w=4$ |
|---|---|---|
| $U(0)$ | $5-2=3$ | $5-2=3$ |
| $U(4)$ | $5-2/17\approx4.88$ | $5-32/32=4$ |
| full integral | $\pi\approx3.14$ | $4\pi\approx12.57$ |
| part above $Y=4$ | $\pi-2\arctan4\approx0.49$ | $4(\pi-\pi/2)\approx6.28$ |

The same cutoff misses about 16% of the weight in the first model and half of it in the second.

```lean
#print axioms ConstrainedRPA.screenedU_strictMonoOn_iff
#print axioms ConstrainedRPA.screening_high_frequency
#print axioms ConstrainedRPA.screenedU_sum_rule
```

```
'ConstrainedRPA.screenedU_strictMonoOn_iff' depends on axioms: [propext, Classical.choice, Quot.sound]
'ConstrainedRPA.screening_high_frequency' depends on axioms: [propext, Classical.choice, Quot.sound]
'ConstrainedRPA.screenedU_sum_rule' depends on axioms: [propext, Classical.choice, Quot.sound]
```
